# A continuous function of $\tau_W/\tau$ has a joint limit as $s^2,\alpha\to0^+$ only if it is constant

Close to the midpoint of a symmetric bond the density gradient is small, and at the midpoint it vanishes. Suppose that one orbital dominates there and that the others add little kinetic energy density, so that the total $\tau$ exceeds its von Weizsäcker value $\tau_W$ by an amount small compared with the uniform-gas value $\tau_{\mathrm{unif}}$. The reduced gradient squared $p=s^2$ and $q=\alpha=(\tau-\tau_W)/\tau_{\mathrm{unif}}$ are then both small, but $\tau_W$ is small too, so the ratio $\tau_W/\tau$ need not be close to 1. Since $\tau_W/\tau_{\mathrm{unif}}=5p/3$,

$$z=\frac{\tau_W}{\tau}=\frac{5p}{5p+3q}.$$

Sending $p\to0$ first gives $z\to0$; sending $q\to0$ first gives $z\to1$. What value should a functional that uses $z$, as TPSS does, take there?

```lean
import Mathlib

open Filter Topology Set

namespace OrderOfLimitsAnomaly

noncomputable section

/-- The ratio `z = 5p / (5p + 3q)` of the von Weizsäcker to the full kinetic energy density,
as a function of `p = s²` and `q = α`, for `5p + 3q ≠ 0`. -/
def zRatio (p q : ℝ) : ℝ := 5 * p / (5 * p + 3 * q)
```

## Positive gradient and positive $\alpha$

Positivity means a nonzero gradient and some kinetic energy beyond the single-orbital value. The joint limit runs through such pairs only, whereas the enhancement factor $F(p,q,z)$, the multiplier of the local exchange energy density, is considered on the closed range `ingredients`. `HasOriginLimit` asks for one finite real limit. Here $p$ and $q$ are independent real variables; no density realising them is constructed.

```lean
/-- The pairs `(p, q)` with both ingredients positive. -/
def posQuadrant : Set (ℝ × ℝ) := {x | 0 < x.1 ∧ 0 < x.2}

/-- The range of the ingredients `((p, q), z)`: `p, q ≥ 0` and `0 ≤ z ≤ 1`. -/
def ingredients : Set ((ℝ × ℝ) × ℝ) := (Ici 0 ×ˢ Ici 0) ×ˢ Icc 0 1

/-- `G(p, q)` has a finite limit as `(p, q)` tends to the origin within positive pairs. -/
def HasOriginLimit (G : ℝ × ℝ → ℝ) : Prop :=
  ∃ L, Tendsto G (𝓝[posQuadrant] (0, 0)) (𝓝 L)
```

By hand, $0<5p<5p+3q$ gives $0<z<1$, and `zRatio_mem` follows the same inequality. Without positivity, $z$ reaches 0 or 1 on the axes, is undefined at the origin, and can leave $[0,1]$ for negative arguments.

```lean
/-- For positive `p` and `q` the ratio `z` lies strictly between 0 and 1. -/
theorem zRatio_mem {p q : ℝ} (hp : 0 < p) (hq : 0 < q) : zRatio p q ∈ Ioo (0 : ℝ) 1 := by
  have hd : 0 < 5 * p + 3 * q := by positivity
  refine ⟨div_pos (by positivity) hd, ?_⟩
  unfold zRatio
  rw [div_lt_one hd]
  linarith
```

## One limit for all directions of approach

A joint limit means that the value approached does not depend on how $p$ and $\alpha$ tend to zero together. To test this, fix $0<t<1$ and take $p=3t\varepsilon$, $q=5(1-t)\varepsilon$ with $\varepsilon\to0^+$. Then $5p=15t\varepsilon$ and $5p+3q=15\varepsilon$, so $z=t$ all along the ray. `zRatio_ray` is this algebra; `tendsto_ray` checks that the ray reaches the origin through positive pairs.

```lean
/-- On the line `p = 3tε`, `q = 5(1 - t)ε` the ratio `z` equals `t` at every `ε ≠ 0`. -/
theorem zRatio_ray (t : ℝ) {ε : ℝ} (hε : ε ≠ 0) :
    zRatio (3 * t * ε) (5 * (1 - t) * ε) = t := by
  have hd : 5 * (3 * t * ε) + 3 * (5 * (1 - t) * ε) = 15 * ε := by ring
  unfold zRatio
  rw [hd, div_eq_iff (mul_ne_zero (by norm_num) hε)]
  ring

/-- For `0 < t < 1` the ray `p = 3tε`, `q = 5(1 - t)ε` approaches the origin within positive
pairs as `ε` decreases to 0. -/
theorem tendsto_ray {t : ℝ} (ht : t ∈ Ioo (0 : ℝ) 1) :
    Tendsto (fun ε : ℝ => ((3 * t * ε, 5 * (1 - t) * ε) : ℝ × ℝ))
      (𝓝[>] 0) (𝓝[posQuadrant] (0, 0)) := by
  refine tendsto_nhdsWithin_iff.2 ⟨?_, ?_⟩
  · have h : Continuous (fun ε : ℝ => ((3 * t * ε, 5 * (1 - t) * ε) : ℝ × ℝ)) := by
      fun_prop
    have h0 := h.tendsto 0
    simp only [mul_zero] at h0
    exact h0.mono_left nhdsWithin_le_nhds
  · filter_upwards [self_mem_nhdsWithin] with ε hε
    have h1 : 0 < ε := hε
    have h2 : 0 < t := ht.1
    have h3 : 0 < 1 - t := sub_pos.2 ht.2
    show 0 < 3 * t * ε ∧ 0 < 5 * (1 - t) * ε
    exact ⟨by positivity, by positivity⟩
```

Comparing only the two successive limits would be too weak: $f(z)=z(1-z)$ gives 0 in both orders, yet equals $t(1-t)$ along each ray.

## Continuity in all three ingredients

We assume that the enhancement factor does not jump when $p$, $q$ and $z$, treated as independent variables, change slightly. In Lean this is `ContinuousOn F ingredients`, so values outside the physical range are irrelevant. Along the ray, continuity gives $F(p,q,z)\to F(0,0,t)$.

```lean
/-- For `0 < t < 1`, a continuous enhancement factor `F(p, q, z)` tends to `F(0, 0, t)` along the
ray `p = 3tε`, `q = 5(1 - t)ε` as `ε` decreases to 0. -/
theorem limit_along_ray {F : (ℝ × ℝ) × ℝ → ℝ} (hF : ContinuousOn F ingredients)
    {t : ℝ} (ht : t ∈ Ioo (0 : ℝ) 1) :
    Tendsto (fun ε : ℝ => F ((3 * t * ε, 5 * (1 - t) * ε),
      zRatio (3 * t * ε) (5 * (1 - t) * ε))) (𝓝[>] 0) (𝓝 (F ((0, 0), t))) := by
  have hmem : (((0, 0), t) : (ℝ × ℝ) × ℝ) ∈ ingredients :=
    ⟨⟨le_refl (0 : ℝ), le_refl (0 : ℝ)⟩, ht.1.le, ht.2.le⟩
  have hc : Tendsto F (𝓝[ingredients] ((0, 0), t)) (𝓝 (F ((0, 0), t))) := hF _ hmem
  have hray := tendsto_nhdsWithin_iff.1 (tendsto_ray ht)
  have hpath : Tendsto (fun ε : ℝ => (((3 * t * ε, 5 * (1 - t) * ε), t) : (ℝ × ℝ) × ℝ))
      (𝓝[>] 0) (𝓝[ingredients] ((0, 0), t)) := by
    refine tendsto_nhdsWithin_iff.2 ⟨hray.1.prodMk_nhds tendsto_const_nhds, ?_⟩
    filter_upwards [hray.2] with ε hε
    exact ⟨⟨le_of_lt hε.1, le_of_lt hε.2⟩, ht.1.le, ht.2.le⟩
  -- on the ray the third ingredient is frozen at `t`
  refine (hc.comp hpath).congr' ?_
  filter_upwards [self_mem_nhdsWithin] with ε hε
  have h1 : 0 < ε := hε
  simp only [Function.comp_apply]
  rw [zRatio_ray t h1.ne']
```

If a joint limit $L$ exists, uniqueness of limits gives $F(0,0,t)=L$ for $0<t<1$, and continuity extends this to $t=0$ and $t=1$. The proof uses `tendsto_nhds_unique` and then `of_subset_closure`.

Conversely, let $F(0,0,z)=c$ for all $z\in[0,1]$. On the compact cube $[0,1]^3$, $F$ is uniformly continuous: for each $\eta>0$ there is a $\delta>0$ such that $|F(p,q,z)-F(0,0,z)|<\eta$ whenever $0<p,q<\min(\delta,1)$, for every $z\in[0,1]$. Setting $z=z(p,q)$ gives $|F(p,q,z(p,q))-c|<\eta$. Lean makes the same comparison, with `ε` for $\eta$.

```lean
/-- A continuous enhancement factor `F(p, q, z)`, evaluated at `z = z(p, q)`, has a limit at the
origin within positive pairs if and only if `F(0, 0, z)` does not depend on `z` in `[0, 1]`. -/
theorem hasOriginLimit_iff {F : (ℝ × ℝ) × ℝ → ℝ} (hF : ContinuousOn F ingredients) :
    HasOriginLimit (fun x => F (x, zRatio x.1 x.2)) ↔
      ∃ c, ∀ t ∈ Icc (0 : ℝ) 1, F ((0, 0), t) = c := by
  constructor
  · rintro ⟨L, hL⟩
    -- every ray limit equals the joint limit
    have hopen : EqOn (fun t : ℝ => F ((0, 0), t)) (fun _ => L) (Ioo 0 1) := fun t ht =>
      tendsto_nhds_unique (limit_along_ray hF ht) (hL.comp (tendsto_ray ht))
    have hcont : ContinuousOn (fun t : ℝ => F ((0, 0), t)) (Icc 0 1) :=
      hF.comp (Continuous.continuousOn (by fun_prop))
        (fun t ht => ⟨⟨le_refl (0 : ℝ), le_refl (0 : ℝ)⟩, ht⟩)
    -- continuity carries the equality to the end points
    exact ⟨L, hopen.of_subset_closure hcont continuousOn_const Ioo_subset_Icc_self
      (closure_Ioo (zero_ne_one' ℝ)).ge⟩
  · rintro ⟨c, hc⟩
    have hK : IsCompact ((Icc (0 : ℝ) 1 ×ˢ Icc (0 : ℝ) 1) ×ˢ Icc (0 : ℝ) 1) :=
      (isCompact_Icc.prod isCompact_Icc).prod isCompact_Icc
    have hu := hK.uniformContinuousOn_of_continuous
      (hF.mono (fun x hx => ⟨⟨hx.1.1.1, hx.1.2.1⟩, hx.2⟩))
    refine ⟨c, Metric.tendsto_nhdsWithin_nhds.2 fun ε hε => ?_⟩
    obtain ⟨δ, hδ, h⟩ := Metric.uniformContinuousOn_iff.1 hu ε hε
    refine ⟨min δ 1, lt_min hδ one_pos, ?_⟩
    rintro ⟨p, q⟩ ⟨hp, hq⟩ hd
    have hd1 := lt_of_lt_of_le hd (min_le_right δ 1)
    rw [Prod.dist_eq, max_lt_iff, Real.dist_eq, Real.dist_eq] at hd1
    have hp1 : p ≤ 1 := by
      have := (abs_lt.1 hd1.1).2
      simp only [sub_zero] at this
      exact this.le
    have hq1 : q ≤ 1 := by
      have := (abs_lt.1 hd1.2).2
      simp only [sub_zero] at this
      exact this.le
    have hz := Ioo_subset_Icc_self (zRatio_mem hp hq)
    -- compare with the point at the origin that has the same value of `z`
    have hdist : dist (((p, q), zRatio p q) : (ℝ × ℝ) × ℝ) ((0, 0), zRatio p q) < δ := by
      rw [Prod.dist_eq]
      exact max_lt (lt_of_lt_of_le hd (min_le_left δ 1)) (by simpa using hδ)
    have hfin := h _ ⟨⟨⟨le_of_lt hp, hp1⟩, ⟨le_of_lt hq, hq1⟩⟩, hz⟩ _
      ⟨⟨⟨le_refl (0 : ℝ), zero_le_one⟩, ⟨le_refl (0 : ℝ), zero_le_one⟩⟩, hz⟩ hdist
    rw [hc _ hz] at hfin
    exact hfin
```

Taking $F(p,q,z)=f(z)$ gives the criterion for a function of $z$ alone.

```lean
/-- For `f` continuous on `[0, 1]`, the function `f(z(p, q))` has a limit at the origin within
positive pairs if and only if `f` is constant on `[0, 1]`. -/
theorem order_of_limits_anomaly {f : ℝ → ℝ} (hf : ContinuousOn f (Icc 0 1)) :
    HasOriginLimit (fun x => f (zRatio x.1 x.2)) ↔ ∃ c, ∀ t ∈ Icc (0 : ℝ) 1, f t = c :=
  hasOriginLimit_iff (F := fun y => f y.2) (hf.comp continuousOn_snd (fun _ hy => hy.2))
```

For meta-GGA construction, `hasOriginLimit_iff` says when a factor continuous in $p$, $q$ and $z$ has a joint limit at this one point. This is a stronger demand than equality of the two successive limits, which is $F(0,0,0)=F(0,0,1)$. The explicit TPSS formula is not evaluated, and nothing follows about energies.

## A damping factor continuous at the origin

A prefactor $g(p,q)$ can switch off the $z$-dependence where both ingredients vanish. With $F=g(p,q)f(z)$, the criterion requires $g(0,0)f(z)$ to be constant in $z$. Either $g(0,0)=0$, or division by $g(0,0)$ shows that $f$ is constant; both cases suffice. The proof splits in the same way.

```lean
/-- For continuous `g` and `f`, the product `g(p, q) f(z(p, q))` has a limit at the origin within
positive pairs if and only if `g` vanishes at the origin or `f` is constant on `[0, 1]`. -/
theorem damped_iff {g : ℝ × ℝ → ℝ} {f : ℝ → ℝ} (hg : ContinuousOn g (Ici 0 ×ˢ Ici 0))
    (hf : ContinuousOn f (Icc 0 1)) :
    HasOriginLimit (fun x => g x * f (zRatio x.1 x.2)) ↔
      g (0, 0) = 0 ∨ ∃ c, ∀ t ∈ Icc (0 : ℝ) 1, f t = c := by
  have hF : ContinuousOn (fun y : (ℝ × ℝ) × ℝ => g y.1 * f y.2) ingredients :=
    (hg.comp continuousOn_fst (fun _ hy => hy.1)).mul
      (hf.comp continuousOn_snd (fun _ hy => hy.2))
  refine (hasOriginLimit_iff hF).trans ⟨?_, ?_⟩
  · rintro ⟨c, hc⟩
    by_cases h : g (0, 0) = 0
    · exact Or.inl h
    · refine Or.inr ⟨c / g (0, 0), fun t ht => ?_⟩
      rw [eq_div_iff h, mul_comm]
      exact hc t ht
  · rintro (h | ⟨c, hc⟩)
    · refine ⟨0, fun t _ => ?_⟩
      show g (0, 0) * f t = 0
      rw [h, zero_mul]
    · refine ⟨g (0, 0) * c, fun t ht => ?_⟩
      show g (0, 0) * f t = g (0, 0) * c
      rw [hc t ht]
```

Continuity of $g$ matters: with $f(z)=1+z$, $g=1/(1+z(p,q))$ away from the origin and $g(0,0)=1$, the product is 1 on all positive pairs, although neither condition holds.

## Continuity at the endpoint $z=0$

The value $z=0$ belongs to a vanishing gradient at positive $\alpha$. The derivation needs continuity there to carry the constant value from the open interval to its end. A spike at $z=0$ shows what happens otherwise: positive pairs never reach it, so the function is 0 along every approach and has limit 0, yet it is not constant on $[0,1]$. The proof gets the limit from `zRatio_mem` and the non-constancy from the values at 0 and 1.

```lean
/-- The function of `z` that is 1 at `z = 0` and 0 elsewhere. -/
def zeroSpike (t : ℝ) : ℝ := if t = 0 then 1 else 0

/-- Continuity on `(0, 1]` alone is not enough for `order_of_limits_anomaly`: the spike at `z = 0`
is continuous there and has a limit at the origin within positive pairs, but is not constant on
`[0, 1]`. -/
theorem endpoint_continuity_needed :
    ContinuousOn zeroSpike (Ioc 0 1) ∧ HasOriginLimit (fun x => zeroSpike (zRatio x.1 x.2)) ∧
      ¬ ∃ c, ∀ t ∈ Icc (0 : ℝ) 1, zeroSpike t = c := by
  refine ⟨?_, ⟨0, ?_⟩, ?_⟩
  · exact (continuousOn_const (c := (0 : ℝ))).congr (fun t ht => if_neg ht.1.ne')
  · -- positive pairs never reach `z = 0`
    refine tendsto_const_nhds.congr' ?_
    filter_upwards [self_mem_nhdsWithin] with x hx
    exact (if_neg (zRatio_mem hx.1 hx.2).1.ne').symm
  · rintro ⟨c, hc⟩
    have h0 := hc 0 ⟨le_refl 0, zero_le_one⟩
    have h1 := hc 1 ⟨zero_le_one, le_refl 1⟩
    have e0 : zeroSpike 0 = 1 := if_pos rfl
    have e1 : zeroSpike 1 = 0 := if_neg one_ne_zero
    linarith

end

end OrderOfLimitsAnomaly
```

```lean
#print axioms OrderOfLimitsAnomaly.order_of_limits_anomaly
#print axioms OrderOfLimitsAnomaly.damped_iff
#print axioms OrderOfLimitsAnomaly.endpoint_continuity_needed
```

```
'OrderOfLimitsAnomaly.order_of_limits_anomaly' depends on axioms: [propext, Classical.choice, Quot.sound]
'OrderOfLimitsAnomaly.damped_iff' depends on axioms: [propext, Classical.choice, Quot.sound]
'OrderOfLimitsAnomaly.endpoint_continuity_needed' depends on axioms: [propext, Classical.choice, Quot.sound]
```
